# The overlap of a Legendre polynomial P_l with any polynomial, as a weighted integral of the polynomial's l-th derivative

For axially symmetric angular functions written as real polynomials in u = cos θ, `overlap` states that the integral of P_l(u) q(u) over u from −1 to 1 equals 1/(2^l l!) times the integral of (1 − u²)^l q^(l)(u), where q^(l) is the l-th derivative. It holds for every natural number l and every real polynomial q, and the integral carries no azimuthal factor 2π. Neither function is normalised; scaling P_l to unit norm on this interval would multiply both sides by √((2l+1)/2). The proof starts from the Rodrigues formula and shows by induction on j ≤ l that j derivatives can be moved onto q by parts, with a sign (−1)^j and no boundary terms, since a factor u² − 1 survives at each step. Taking j = l, it then absorbs the sign by turning (u² − 1)^l into (1 − u²)^l.

The first attempt, which Lean rejects:

```lean
import Mathlib

open Polynomial

namespace Overlap

noncomputable section

/-- The integral over `u = cos θ` from `-1` to `1` of an axial polynomial function. -/
def angInt : ℝ[X] →ₗ[ℝ] ℝ where
  toFun p := ∫ u in (-1 : ℝ)..1, p.eval u
  map_add' p q := by
    simp only [eval_add]
    exact intervalIntegral.integral_add (p.continuous.intervalIntegrable _ _)
      (q.continuous.intervalIntegrable _ _)
  map_smul' c p := by
    simp only [eval_smul, smul_eq_mul, RingHom.id_apply]
    exact intervalIntegral.integral_const_mul _ _

/-- The Legendre polynomial `P_l`, given by the Rodrigues formula. -/
def legendreP (l : ℕ) : ℝ[X] :=
  (1 / (2 ^ l * (l.factorial : ℝ))) • derivative^[l] ((X ^ 2 - 1 : ℝ[X]) ^ l)

/-- The angular integral of a derivative is the difference of the values at the two poles. -/
theorem angInt_derivative (p : ℝ[X]) :
    angInt (derivative p) = p.eval 1 - p.eval (-1) := by
  change (∫ u in (-1 : ℝ)..1, (derivative p).eval u) = _
  exact intervalIntegral.integral_eq_sub_of_hasDerivAt (fun u _ => p.hasDerivAt u)
    ((derivative p).continuous.intervalIntegrable _ _)

/-- The overlap of `P_l` with a polynomial `q` is a weighted integral of the `l`-th
derivative of `q`. -/
theorem overlap (l : ℕ) (q : ℝ[X]) : angInt (legendreP l * q) =
    1 / (2 ^ l * (l.factorial : ℝ)) * angInt ((1 - X ^ 2) ^ l * derivative^[l] q) := by
  -- integrate by parts `j` times; the boundary terms vanish at both poles
  have key : ∀ j, j ≤ l → ∀ q : ℝ[X],
      angInt (derivative^[j] ((X ^ 2 - 1 : ℝ[X]) ^ l) * q) =
        (-1) ^ j * angInt ((X ^ 2 - 1) ^ l * derivative^[j] q) := by
    intro j
    induction j with
    | zero => intro _ q; simp
    | succ j ih =>
      intro hj q
      obtain ⟨r, hr⟩ := pow_sub_dvd_iterate_derivative_of_pow_dvd j
        (dvd_refl ((X ^ 2 - 1 : ℝ[X]) ^ l))
      obtain ⟨k, hk⟩ : ∃ k, l - j = k + 1 := ⟨l - j - 1, by omega⟩
      have h := angInt_derivative (derivative^[j] ((X ^ 2 - 1 : ℝ[X]) ^ l) * q)
      rw [derivative_mul, map_add, ih (by omega) (derivative q), hr, hk] at h
      have hb : ((X ^ 2 - 1 : ℝ[X]) ^ (k + 1) * r * q).eval 1
          - ((X ^ 2 - 1 : ℝ[X]) ^ (k + 1) * r * q).eval (-1) = 0 := by simp
      rw [hb] at h
      rw [Function.iterate_succ_apply', Function.iterate_succ_apply, pow_succ, hr, hk]
      linear_combination h
  have hs : (1 - X ^ 2 : ℝ[X]) ^ l = ((-1 : ℝ) ^ l) • (X ^ 2 - 1 : ℝ[X]) ^ l := by
    rw [show (1 - X ^ 2 : ℝ[X]) = -(X ^ 2 - 1) by ring, neg_pow (X ^ 2 - 1 : ℝ[X]) l,
      smul_eq_C_mul, map_pow, map_neg, map_one]
  rw [legendreP, smul_mul_assoc, map_smul, smul_eq_mul, key l le_rfl q, hs,
    smul_mul_assoc, map_smul, smul_eq_mul]

end

end Overlap
```

Messages:

```
Main.lean:52:79: error: Tactic `rewrite` failed: Did not find an occurrence of the pattern
  (⇑derivative)^[j] ((X ^ 2 - 1) ^ l)
in the target expression
  angInt (derivative ((⇑derivative)^[j] ((X ^ 1 * X - 1) ^ l)) * q) =
    (-1) ^ (j + 1) * angInt ((X ^ 1 * X - 1) ^ l * (⇑derivative)^[j] (derivative q))

case succ
l : ℕ
q✝ : ℝ[X]
j : ℕ
ih :
  j ≤ l →
    ∀ (q : ℝ[X]),
      angInt ((⇑derivative)^[j] ((X ^ 2 - 1) ^ l) * q) = (-1) ^ j * angInt ((X ^ 2 - 1) ^ l * (⇑derivative)^[j] q)
hj : j + 1 ≤ l
q : ℝ[X]
r : ℝ[X]
hr : (⇑derivative)^[j] ((X ^ 2 - 1) ^ l) = (X ^ 2 - 1) ^ (l - j) * r
k : ℕ
hk : l - j = k + 1
h :
  angInt (derivative ((X ^ 2 - 1) ^ (k + 1) * r) * q) +
      (-1) ^ j * angInt ((X ^ 2 - 1) ^ l * (⇑derivative)^[j] (derivative q)) =
    0
hb : eval 1 ((X ^ 2 - 1) ^ (k + 1) * r * q) - eval (-1) ((X ^ 2 - 1) ^ (k + 1) * r * q) = 0
⊢ angInt (derivative ((⇑derivative)^[j] ((X ^ 1 * X - 1) ^ l)) * q) =
    (-1) ^ (j + 1) * angInt ((X ^ 1 * X - 1) ^ l * (⇑derivative)^[j] (derivative q))
```

What went wrong. The message says that `rw` could not find the left side of `hr`, the `j`-th derivative of `(X ^ 2 - 1) ^ l`, in the goal. The goal it prints has `X ^ 1 * X` where `X ^ 2` used to be, and `(-1) ^ (j + 1)` is still unexpanded.

The step before, `pow_succ`, did this. Given no arguments, it can rewrite any power whose exponent matches `n + 1`, and `rw` settled on `X ^ 2`, reading 2 as 1 + 1. It rewrote every copy of that power in the goal, while `hr` still spoke of `X ^ 2`, so the two no longer matched.

The repair writes `pow_succ (-1 : ℝ) j`, which fits only `(-1) ^ (j + 1)` and turns it into `(-1) ^ j * -1`. The polynomial is left alone, so `hr` and then `hk` can rewrite the goal into the same terms as `h`, and `linear_combination h` closes it.

The mended proof, as a diff:

```diff
@@ -50,5 +50,5 @@
           - ((X ^ 2 - 1 : ℝ[X]) ^ (k + 1) * r * q).eval (-1) = 0 := by simp
       rw [hb] at h
-      rw [Function.iterate_succ_apply', Function.iterate_succ_apply, pow_succ, hr, hk]
+      rw [Function.iterate_succ_apply', Function.iterate_succ_apply, pow_succ (-1 : ℝ) j, hr, hk]
       linear_combination h
   have hs : (1 - X ^ 2 : ℝ[X]) ^ l = ((-1 : ℝ) ^ l) • (X ^ 2 - 1 : ℝ[X]) ^ l := by
```
